# Equivalence of the coupled Numerov recurrence and the ratio-matrix recursion when every (1 − T_j)u_j is invertible

The Numerov method replaces the coupled equations u″ = Fu, the form taken by a coupled-channel Schrödinger equation, by a recurrence on a grid of step h. The theorem `coupled_iff_ratio` takes real square matrices F_j and u_j of finite size, sets T_j = h²F_j/12 and W_j = (1 − T_j)u_j, and assumes that W_j is invertible at every grid point j = 0, 1, 2, …. It states that the recurrence then holds at all j if and only if the ratios R_j = W_{j+1}W_j⁻¹ satisfy R_{j+1} = U_{j+1} − R_j⁻¹ for all j, where U_j = 12(1 − T_j)⁻¹ − 10; it says nothing about how well the grid solution approximates the differential equation. The proof first passes to the three-term form W_{j+2} + W_j = U_{j+1}W_{j+1}, using `coupled_iff_three_term`, and then goes between this and the ratio form by multiplying on the right by W_{j+1}⁻¹ or W_{j+1}.

This version doesn't compile in Lean 4 with Mathlib:

```lean
import Mathlib

open Matrix

namespace RenormalizedNumerov

noncomputable section

variable {n : Type*} [Fintype n] [DecidableEq n]

/-- The matrix `u`, whose columns are solution vectors, satisfies the Numerov recurrence
for the coupled equations `u'' = F u`. -/
def IsCoupledNumerov (h : ℝ) (F u : ℕ → Matrix n n ℝ) : Prop :=
  ∀ j, u (j + 2) - (2 : ℝ) • u (j + 1) + u j =
    (h ^ 2 / 12) • (F (j + 2) * u (j + 2) + (10 : ℝ) • (F (j + 1) * u (j + 1)) + F j * u j)

/-- The matrix `1 - T_j` with `T_j = h² F_j / 12`. -/
def factor (h : ℝ) (F : ℕ → Matrix n n ℝ) (j : ℕ) : Matrix n n ℝ := 1 - (h ^ 2 / 12) • F j

/-- The coefficient matrix `U_j = 12 (1 - T_j)⁻¹ - 10`. -/
def coupledCoeff (h : ℝ) (F : ℕ → Matrix n n ℝ) (j : ℕ) : Matrix n n ℝ :=
  (12 : ℝ) • (factor h F j)⁻¹ - (10 : ℝ) • (1 : Matrix n n ℝ)

/-- The ratio matrix `R_j = W_{j+1} W_j⁻¹` with `W_j = (1 - T_j) u_j`. -/
def coupledRatio (h : ℝ) (F u : ℕ → Matrix n n ℝ) (j : ℕ) : Matrix n n ℝ :=
  (factor h F (j + 1) * u (j + 1)) * (factor h F j * u j)⁻¹

/-- If `1 - T_j` is invertible at the interior grid points, the coupled Numerov recurrence is
equivalent to `W_{j+2} + W_j = U_{j+1} W_{j+1}` with `W_j = (1 - T_j) u_j`. -/
theorem coupled_iff_three_term {h : ℝ} {F u : ℕ → Matrix n n ℝ}
    (hT : ∀ j, IsUnit (factor h F (j + 1)).det) :
    IsCoupledNumerov h F u ↔ ∀ j, factor h F (j + 2) * u (j + 2) + factor h F j * u j =
      coupledCoeff h F (j + 1) * (factor h F (j + 1) * u (j + 1)) := by
  refine forall_congr' fun j => ?_
  have e : (factor h F (j + 1))⁻¹ * (factor h F (j + 1) * u (j + 1)) = u (j + 1) := by
    rw [← mul_assoc, Matrix.nonsing_inv_mul _ (hT j), one_mul]
  have hW : ∀ i, factor h F i * u i = u i - (h ^ 2 / 12) • (F i * u i) := by
    intro i
    simp only [factor, sub_mul, one_mul, smul_mul_assoc]
  unfold coupledCoeff
  rw [sub_mul, smul_mul_assoc, smul_mul_assoc, one_mul, e]
  simp only [hW]
  constructor <;> intro H <;> linear_combination (norm := module) H

/-- If every `W_j = (1 - T_j) u_j` is invertible, the coupled Numerov recurrence is equivalent
to the matrix recursion `R_{j+1} = U_{j+1} - R_j⁻¹`. -/
theorem coupled_iff_ratio {h : ℝ} {F u : ℕ → Matrix n n ℝ}
    (hW : ∀ j, IsUnit (factor h F j * u j).det) :
    IsCoupledNumerov h F u ↔
      ∀ j, coupledRatio h F u (j + 1) = coupledCoeff h F (j + 1) - (coupledRatio h F u j)⁻¹ := by
  have hT : ∀ j, IsUnit (factor h F (j + 1)).det := by
    intro j
    have hj := hW (j + 1)
    rw [Matrix.det_mul] at hj
    exact isUnit_of_mul_isUnit_left hj
  rw [coupled_iff_three_term hT]
  refine forall_congr' fun j => ?_
  unfold coupledRatio
  rw [Matrix.mul_inv_rev, Matrix.nonsing_inv_nonsing_inv _ (hW j), eq_sub_iff_add_eq, ← add_mul]
  have hr := Matrix.mul_nonsing_inv _ (hW (j + 1))
  have hl := Matrix.nonsing_inv_mul _ (hW (j + 1))
  constructor
  · intro H
    -- multiply by the inverse of `W_{j+1}` from the right
    have H' := congrArg (· * (factor h F (j + 1) * u (j + 1))⁻¹) H
    dsimp only at H'
    rw [mul_assoc (coupledCoeff h F (j + 1)), hr, mul_one] at H'
    exact H'
  · intro H
    rw [← H, mul_assoc, hl, mul_one]

end

end RenormalizedNumerov
```

Messages:

```
Main.lean:59:26: error: Tactic `rewrite` failed: Did not find an occurrence of the pattern
  (factor h F j * u j)⁻¹⁻¹
in the target expression
  factor h F (j + 2) * u (j + 2) + factor h F j * u j = coupledCoeff h F (j + 1) * (factor h F (j + 1) * u (j + 1)) ↔
    factor h F (j + 1 + 1) * u (j + 1 + 1) * ((u (j + 1))⁻¹ * (factor h F (j + 1))⁻¹) =
      coupledCoeff h F (j + 1) - (factor h F (j + 1) * u (j + 1) * (factor h F j * u j)⁻¹)⁻¹

n : Type u_1
inst✝¹ : Fintype n
inst✝ : DecidableEq n
h : ℝ
F u : ℕ → Matrix n n ℝ
hW : ∀ (j : ℕ), IsUnit (factor h F j * u j).det
hT : ∀ (j : ℕ), IsUnit (factor h F (j + 1)).det
j : ℕ
⊢ factor h F (j + 2) * u (j + 2) + factor h F j * u j = coupledCoeff h F (j + 1) * (factor h F (j + 1) * u (j + 1)) ↔
    factor h F (j + 1 + 1) * u (j + 1 + 1) * ((u (j + 1))⁻¹ * (factor h F (j + 1))⁻¹) =
      coupledCoeff h F (j + 1) - (factor h F (j + 1) * u (j + 1) * (factor h F j * u j)⁻¹)⁻¹
```

Diagnosis. The error says that `rw` found no double inverse `(factor h F j * u j)⁻¹⁻¹` to simplify. That term should have come from expanding R_j⁻¹ = (W_{j+1}W_j⁻¹)⁻¹ with `Matrix.mul_inv_rev`. But W_{j+1} is itself a product, and the lemma, given no arguments, matched its inverse inside R_{j+1} first. The goal in the message shows that inverse split into `(u (j + 1))⁻¹ * (factor h F (j + 1))⁻¹`, with R_j⁻¹ untouched.

The repair gives the lemma its first factor, `factor h F (j + 1) * u (j + 1)`. Now only R_j⁻¹ fits, and it becomes W_j⁻¹⁻¹W_{j+1}⁻¹, which the next lemma reduces to W_jW_{j+1}⁻¹.

The other changes answer no reported error, since Lean stopped at the failed rewrite and did not check the steps after it. The repaired proof does without `dsimp only at H'`. In the reverse direction it multiplies the hypothesis by W_{j+1} on the right, where the old proof rewrote the goal; the algebra is the same, and the messages don't show that the change was needed.

Fix (accepted with no message):

```diff
@@ -57,5 +57,6 @@
   refine forall_congr' fun j => ?_
   unfold coupledRatio
-  rw [Matrix.mul_inv_rev, Matrix.nonsing_inv_nonsing_inv _ (hW j), eq_sub_iff_add_eq, ← add_mul]
+  rw [Matrix.mul_inv_rev (factor h F (j + 1) * u (j + 1)),
+    Matrix.nonsing_inv_nonsing_inv _ (hW j), eq_sub_iff_add_eq, ← add_mul]
   have hr := Matrix.mul_nonsing_inv _ (hW (j + 1))
   have hl := Matrix.nonsing_inv_mul _ (hW (j + 1))
@@ -64,9 +65,10 @@
     -- multiply by the inverse of `W_{j+1}` from the right
     have H' := congrArg (· * (factor h F (j + 1) * u (j + 1))⁻¹) H
-    dsimp only at H'
     rw [mul_assoc (coupledCoeff h F (j + 1)), hr, mul_one] at H'
     exact H'
   · intro H
-    rw [← H, mul_assoc, hl, mul_one]
+    have H' := congrArg (· * (factor h F (j + 1) * u (j + 1))) H
+    rw [mul_assoc _ _ (factor h F (j + 1) * u (j + 1)), hl, mul_one] at H'
+    exact H'
 
 end
```
